# The thermal threshold for a superradiant minimum of the mean-field Dicke free energy

Take one two-level atom with bare splitting $\omega_0$ in a static classical field. With $\hbar=k_B=1$, coupling $g$ and real field amplitude $\sqrt y$, its Hamiltonian is
$$h=\tfrac{\omega_0}{2}\sigma_z+2g\sqrt y\,\sigma_x .$$
The eigenvalues are $\pm e/2$ with $e=\sqrt{\omega_0^2+16g^2y}$, so at inverse temperature $\beta$ the atom has free energy $-\ln(2\cosh(\beta e/2))/\beta$. For small $y$ the field lowers this by about $4g^2\tanh(\beta\omega_0/2)\,y/\omega_0$, while a mode of frequency $\omega$ charges $\omega y$ for it. A field develops when the gain exceeds the cost.

In the mean-field Dicke model, $N$ such atoms share one mode, $g$ is the collective coupling and $y$ is the photon number per atom. The free energy per atom is
$$f(y)=\omega y-\frac{1}{\beta}\ln\bigl(2\cosh(\beta e/2)\bigr),\qquad y\ge 0 .$$
For $\omega,\omega_0,g,\beta>0$, a stationary point $y>0$ exists if and only if $\tanh(\beta\omega_0/2)>\omega\omega_0/(4g^2)$. It is then unique, and it is the global minimum. The condition locates the superradiant transition of this single-mode model, which has no diamagnetic term. For real atoms or molecules in a cavity that term can remove the transition.

## From the gap equation to the critical temperature

**Slope.** Since $de/dy=8g^2/e$,
$$f'(y)=\omega-\tanh(\beta e/2)\cdot\frac12\cdot\frac{8g^2}{e}=\omega-\frac{4g^2\tanh(\beta e/2)}{e}.$$
Thus $f'(y)=0$ is the gap equation $4g^2\tanh(\beta e/2)=\omega e$.

**Monotonicity.** For $x>0$,
$$\frac{d}{dx}\frac{\sinh x}{x\cosh x}=\frac{x(\cosh^2x-\sinh^2x)-\sinh x\cosh x}{x^2\cosh^2x}=\frac{x-\sinh x\cosh x}{x^2\cosh^2x}<0,$$
because $\sinh x>x$ and $\cosh x\ge1$. With $x=\beta e/2$ the slope is $f'=\omega-2\beta g^2\tanh(x)/x$. As $e$ grows with $y$, $f'$ is strictly increasing.

**Existence and uniqueness.** At $y=0$ we have $e=\omega_0$, so $f'(0)<0$ is exactly the threshold condition. At $y=g^2/\omega^2$ we have $e>4g^2/\omega$, and $\tanh<1$ gives $f'>\omega-4g^2/e>0$. If the threshold is exceeded, $f'$ therefore vanishes somewhere in between, and only once. Conversely, a zero at $y>0$ forces $f'(0)<0$.

**Minimum.** For $z\ne y$ the mean value theorem gives $f(z)-f(y)=f'(c)(z-y)$ with $c$ between them, and monotonicity makes this larger than $f'(y)(z-y)$. If $f'(y)=0$, then $f(z)>f(y)$. If $f'(0)\ge0$, then $f(z)>f(0)$ for all $z>0$.

**Temperature.** Put $E=e^{\beta\omega_0}$, so that $\tanh(\beta\omega_0/2)=(E-1)/(E+1)$. The threshold becomes
$$4g^2+\omega\omega_0<E\,(4g^2-\omega\omega_0).$$
The left side is positive, so $\omega\omega_0<4g^2$ is required, and then
$$\beta>\frac1{\omega_0}\ln\frac{4g^2+\omega\omega_0}{4g^2-\omega\omega_0}.$$

**A numerical instance.** Let $\omega=\omega_0=g=1$. The critical inverse temperature is $\ln(5/3)\approx0.511$. At $\beta=\tfrac12\ln3\approx0.549$ the gap equation $4\tanh(\beta e/2)=e$ is solved by $e=2$, since $\tanh\beta=\tfrac12$. Hence $y=(e^2-1)/16=3/16$.

## The free energy as a real function

In Lean 4 with Mathlib:

```lean
import Mathlib

open Set

namespace DickeThermalTransition

noncomputable section
```

The development starts from $f$ as a function of real variables. Its derivation from the quantum Hamiltonian as $N\to\infty$ is assumed, so the theorems describe the mean-field function and not the many-body partition function.

```lean
/-- Dressed atomic splitting `e` at photon number `y` per atom, for bare splitting `ω0`
and collective coupling `g`. -/
def splitting (ω0 g y : ℝ) : ℝ := Real.sqrt (ω0 ^ 2 + 16 * g ^ 2 * y)

/-- Variational free energy per atom of the Dicke model at inverse temperature `β`, as a
function of the photon number `y` per atom. -/
def freeEnergy (ω ω0 g β y : ℝ) : ℝ :=
  ω * y - Real.log (2 * Real.cosh (β * splitting ω0 g y / 2)) / β
```

`splitting` is $e$ and `freeEnergy` is $f$.

```lean
/-- The expression `ω - 4 g² tanh(β e / 2) / e`, with `e` the dressed splitting at `y`. -/
def freeEnergySlope (ω ω0 g β y : ℝ) : ℝ :=
  ω - 4 * g ^ 2 * Real.tanh (β * splitting ω0 g y / 2) / splitting ω0 g y
```

`freeEnergySlope` is only a formula at this stage; `hasDerivAt_freeEnergy` below identifies it with the derivative.

```lean
variable {ω ω0 g β y z : ℝ}

lemma splitting_pos (h0 : 0 < ω0) (hy : 0 ≤ y) : 0 < splitting ω0 g y := by
  unfold splitting
  exact Real.sqrt_pos.2 (by positivity)
```

The hypothesis $\omega_0>0$ says that the atom has a genuine bare splitting. It keeps $e$ positive, even at $y=0$.

## Slope and gap equation

```lean
/-- The function `tanh x / x` is strictly decreasing for `x > 0`. -/
theorem tanh_div_strictAnti : StrictAntiOn (fun x : ℝ => Real.tanh x / x) (Ioi 0) := by
  have hf : (fun x : ℝ => Real.tanh x / x) = fun x => Real.sinh x / (Real.cosh x * x) := by
    funext x
    rw [Real.tanh_eq_sinh_div_cosh, div_div]
  have hd : ∀ x : ℝ, 0 < x → HasDerivAt (fun x => Real.sinh x / (Real.cosh x * x))
      ((x - Real.sinh x * Real.cosh x) / (Real.cosh x * x) ^ 2) x := by
    intro x hx
    have hc := Real.cosh_pos x
    have h := (Real.hasDerivAt_sinh x).fun_div
      ((Real.hasDerivAt_cosh x).fun_mul (hasDerivAt_id' x)) (mul_pos hc hx).ne'
    refine h.congr_deriv ?_
    congr 1
    linear_combination x * Real.cosh_sq x
  rw [hf]
  apply strictAntiOn_of_deriv_neg (convex_Ioi 0)
  · exact fun x hx => (hd x hx).continuousAt.continuousWithinAt
  · intro x hx
    rw [interior_Ioi] at hx
    have hx' : 0 < x := hx
    rw [(hd x hx').deriv]
    have hc := Real.cosh_pos x
    have hs : x < Real.sinh x := Real.self_lt_sinh_iff.2 hx'
    have h1 := Real.one_le_cosh x
    -- the sign is that of `x - sinh x cosh x`
    apply div_neg_of_neg_of_pos
    · nlinarith [mul_nonneg (hx'.trans hs).le (sub_nonneg.2 h1)]
    · positivity
```

`hd` is the quotient rule, with $\cosh^2x=\sinh^2x+1$ supplied by `linear_combination`. The final `nlinarith` proves $x<\sinh x\cosh x$.

```lean
/-- The derivative of the free energy with respect to the photon number per atom is
`ω - 4 g² tanh(β e / 2) / e`. -/
theorem hasDerivAt_freeEnergy (h0 : 0 < ω0) (hβ : 0 < β) (hy : 0 ≤ y) :
    HasDerivAt (freeEnergy ω ω0 g β) (freeEnergySlope ω ω0 g β y) y := by
  have he : 0 < splitting ω0 g y := splitting_pos h0 hy
  have hc := Real.cosh_pos (β * splitting ω0 g y / 2)
  have h1 : HasDerivAt (fun y : ℝ => ω0 ^ 2 + 16 * g ^ 2 * y) (16 * g ^ 2) y :=
    (((hasDerivAt_id' y).const_mul (16 * g ^ 2)).const_add (ω0 ^ 2)).congr_deriv (by ring)
  have hr : ω0 ^ 2 + 16 * g ^ 2 * y ≠ 0 := by positivity
  have h2 : HasDerivAt (splitting ω0 g) (8 * g ^ 2 / splitting ω0 g y) y := by
    refine (h1.sqrt hr).congr_deriv ?_
    change 16 * g ^ 2 / (2 * splitting ω0 g y) = _
    rw [div_eq_div_iff (by positivity) he.ne']
    ring
  have h3 : HasDerivAt (fun y => β * splitting ω0 g y / 2)
      (β * (8 * g ^ 2 / splitting ω0 g y) / 2) y := (h2.const_mul β).div_const 2
  have h4 := ((h3.cosh.const_mul 2).log (mul_pos two_pos hc).ne').div_const β
  have alg : ∀ s c e : ℝ, c ≠ 0 → e ≠ 0 →
      2 * (s * (β * (8 * g ^ 2 / e) / 2)) / (2 * c) / β = 4 * g ^ 2 * (s / c) / e := by
    intro s c e hc he
    field_simp
    ring
  refine (((hasDerivAt_id' y).const_mul ω).sub h4).congr_deriv ?_
  unfold freeEnergySlope
  rw [Real.tanh_eq_sinh_div_cosh, ← alg _ _ _ hc.ne' he.ne', mul_one]
```

The steps `h1` to `h4` follow the chain rule outwards from the radicand to the logarithm, and `alg` simplifies the result. At $y=0$ the derivative is two-sided, which is legitimate because the radicand stays positive for slightly negative $y$.

```lean
/-- The free energy is stationary at `y ≥ 0` exactly when the gap equation
`4 g² tanh(β e / 2) = ω e` holds. -/
theorem stationary_iff_gap_equation (h0 : 0 < ω0) (hβ : 0 < β) (hy : 0 ≤ y) :
    deriv (freeEnergy ω ω0 g β) y = 0 ↔
      4 * g ^ 2 * Real.tanh (β * splitting ω0 g y / 2) = ω * splitting ω0 g y := by
  have he : 0 < splitting ω0 g y := splitting_pos h0 hy
  rw [(hasDerivAt_freeEnergy h0 hβ hy).deriv, freeEnergySlope, sub_eq_zero, eq_comm,
    div_eq_iff he.ne']
```

Stationarity is stated with Mathlib's `deriv`, and multiplying by $e>0$ gives the gap equation.

## One crossing, or none

```lean
lemma slope_lt (h0 : 0 < ω0) (hg : 0 < g) (hβ : 0 < β) (hy : 0 ≤ y) (hyz : y < z) :
    freeEnergySlope ω ω0 g β y < freeEnergySlope ω ω0 g β z := by
  have ey : 0 < splitting ω0 g y := splitting_pos h0 hy
  have ez : 0 < splitting ω0 g z := splitting_pos h0 (hy.trans hyz.le)
  have hlt : splitting ω0 g y < splitting ω0 g z := by
    unfold splitting
    apply Real.sqrt_lt_sqrt (by positivity)
    gcongr
  have key : ∀ e : ℝ, 0 < e → 4 * g ^ 2 * Real.tanh (β * e / 2) / e
      = 2 * β * g ^ 2 * (Real.tanh (β * e / 2) / (β * e / 2)) := by
    intro e he
    generalize Real.tanh (β * e / 2) = t
    field_simp
    ring
  have h : Real.tanh (β * splitting ω0 g z / 2) / (β * splitting ω0 g z / 2)
      < Real.tanh (β * splitting ω0 g y / 2) / (β * splitting ω0 g y / 2) :=
    tanh_div_strictAnti (mem_Ioi.2 (by positivity)) (mem_Ioi.2 (by positivity)) (by gcongr)
  have h' := mul_lt_mul_of_pos_left h (by positivity : 0 < 2 * β * g ^ 2)
  unfold freeEnergySlope
  rw [key _ ey, key _ ez]
  linarith
```

`key` rewrites the slope in terms of $\tanh(x)/x$, to which the monotonicity theorem applies.

```lean
lemma slope_zero_neg_iff (h0 : 0 < ω0) (hg : 0 < g) :
    freeEnergySlope ω ω0 g β 0 < 0 ↔ ω * ω0 / (4 * g ^ 2) < Real.tanh (β * ω0 / 2) := by
  have hs : splitting ω0 g 0 = ω0 := by simp [splitting, Real.sqrt_sq h0.le]
  unfold freeEnergySlope
  rw [hs, sub_neg, lt_div_iff₀ h0, div_lt_iff₀ (by positivity : 0 < 4 * g ^ 2),
    mul_comm (4 * g ^ 2)]
```

This is the sign of the slope at zero field.

```lean
/-- A stationary point with nonzero photon number exists if and only if
`tanh(β ω0 / 2) > ω ω0 / (4 g²)`, and it is then unique. -/
theorem superradiant_iff (hω : 0 < ω) (h0 : 0 < ω0) (hg : 0 < g) (hβ : 0 < β) :
    ((∃ y, 0 < y ∧ deriv (freeEnergy ω ω0 g β) y = 0) ↔
      ω * ω0 / (4 * g ^ 2) < Real.tanh (β * ω0 / 2)) ∧
    (ω * ω0 / (4 * g ^ 2) < Real.tanh (β * ω0 / 2) →
      ∃! y, 0 < y ∧ deriv (freeEnergy ω ω0 g β) y = 0) := by
  have hd : ∀ y, 0 ≤ y → deriv (freeEnergy ω ω0 g β) y = freeEnergySlope ω ω0 g β y :=
    fun y hy => (hasDerivAt_freeEnergy h0 hβ hy).deriv
  have ex : ω * ω0 / (4 * g ^ 2) < Real.tanh (β * ω0 / 2) →
      ∃! y, 0 < y ∧ deriv (freeEnergy ω ω0 g β) y = 0 := by
    intro hc
    have hneg := (slope_zero_neg_iff h0 hg).2 hc
    have hY : 0 ≤ g ^ 2 / ω ^ 2 := by positivity
    -- at `y = g² / ω²` the slope is already positive, because `tanh < 1`
    have hpos : 0 < freeEnergySlope ω ω0 g β (g ^ 2 / ω ^ 2) := by
      have he : 0 < splitting ω0 g (g ^ 2 / ω ^ 2) := splitting_pos h0 hY
      have hlt : 4 * g ^ 2 / ω < splitting ω0 g (g ^ 2 / ω ^ 2) := by
        apply Real.lt_sqrt_of_sq_lt
        have h1 : (4 * g ^ 2 / ω) ^ 2 = 16 * g ^ 2 * (g ^ 2 / ω ^ 2) := by ring
        have h2 : 0 < ω0 ^ 2 := by positivity
        linarith
      have ht : Real.tanh (β * splitting ω0 g (g ^ 2 / ω ^ 2) / 2) < 1 := by
        rw [Real.tanh_eq_sinh_div_cosh, div_lt_one (Real.cosh_pos _)]
        exact Real.sinh_lt_cosh _
      have h3 := (div_lt_iff₀ hω).1 hlt
      have h4 := mul_lt_mul_of_pos_left ht (by positivity : 0 < 4 * g ^ 2)
      unfold freeEnergySlope
      rw [sub_pos, div_lt_iff₀ he]
      linarith
    have hcs : Continuous (splitting ω0 g) :=
      Real.continuous_sqrt.comp (by fun_prop : Continuous fun y : ℝ => ω0 ^ 2 + 16 * g ^ 2 * y)
    have hct : Continuous Real.tanh := by
      have h : Real.tanh = fun x => Real.sinh x / Real.cosh x :=
        funext Real.tanh_eq_sinh_div_cosh
      rw [h]
      exact Real.continuous_sinh.div Real.continuous_cosh (fun x => (Real.cosh_pos x).ne')
    have hcont : ContinuousOn (freeEnergySlope ω ω0 g β) (Icc 0 (g ^ 2 / ω ^ 2)) :=
      continuousOn_const.sub ((continuous_const.mul
        (hct.comp ((continuous_const.mul hcs).div_const 2))).continuousOn.div
        hcs.continuousOn (fun x hx => (splitting_pos h0 hx.1).ne'))
    obtain ⟨y, hy, hy0⟩ := intermediate_value_Icc hY hcont ⟨hneg.le, hpos.le⟩
    have hyp : 0 < y := by
      rcases hy.1.eq_or_lt with h | h
      · rw [← h] at hy0
        linarith
      · exact h
    refine ⟨y, ⟨hyp, (hd y hyp.le).trans hy0⟩, ?_⟩
    rintro z ⟨hz, hz0⟩
    rw [hd z hz.le] at hz0
    rcases lt_trichotomy z y with h | h | h
    · have := slope_lt (ω := ω) h0 hg hβ hz.le h
      linarith
    · exact h
    · have := slope_lt (ω := ω) h0 hg hβ hyp.le h
      linarith
  refine ⟨⟨?_, fun h => (ex h).exists⟩, ex⟩
  rintro ⟨y, hy, hy0⟩
  rw [hd y hy.le] at hy0
  have := slope_lt (ω := ω) h0 hg hβ le_rfl hy
  exact (slope_zero_neg_iff h0 hg).1 (by linarith)
```

The first conjunct is the equivalence; the second upgrades existence to `∃!`, unique existence among positive $y$. `hneg` and `hpos` give the signs at the two ends, `intermediate_value_Icc` finds the zero, and `lt_trichotomy` with `slope_lt` excludes a second one.

Had the field amplitude $\alpha$, with $y=\alpha^2$, been the variable, the derivative would be $2\alpha f'(\alpha^2)$. Then $\alpha=0$ would always be stationary, and above threshold the nonzero solutions would form a pair $\pm\sqrt y$, unique only up to sign.

## Which phase has the lower free energy

```lean
/-- On `y ≥ 0` the free energy lies strictly above each of its tangents, except at the point of
contact. -/
theorem freeEnergy_above_tangent (h0 : 0 < ω0) (hg : 0 < g) (hβ : 0 < β)
    (hy : 0 ≤ y) (hz : 0 ≤ z) (hne : z ≠ y) :
    freeEnergy ω ω0 g β y + freeEnergySlope ω ω0 g β y * (z - y) < freeEnergy ω ω0 g β z := by
  have mvt : ∀ a b : ℝ, 0 ≤ a → a < b → ∃ c ∈ Ioo a b,
      freeEnergy ω ω0 g β b - freeEnergy ω ω0 g β a
        = freeEnergySlope ω ω0 g β c * (b - a) := by
    intro a b ha hab
    obtain ⟨c, hc, h⟩ := exists_hasDerivAt_eq_slope (freeEnergy ω ω0 g β)
      (freeEnergySlope ω ω0 g β) hab
      (fun x hx => (hasDerivAt_freeEnergy h0 hβ
        (ha.trans hx.1)).continuousAt.continuousWithinAt)
      (fun x hx => hasDerivAt_freeEnergy h0 hβ (ha.trans hx.1.le))
    exact ⟨c, hc, by rw [h, div_mul_cancel₀ _ (sub_pos.2 hab).ne']⟩
  rcases lt_or_gt_of_ne hne with h | h
  · obtain ⟨c, hc, e⟩ := mvt z y hz h
    have hs := slope_lt (ω := ω) h0 hg hβ (hz.trans hc.1.le) hc.2
    nlinarith [mul_lt_mul_of_pos_right hs (sub_pos.2 h)]
  · obtain ⟨c, hc, e⟩ := mvt y z hy h
    have hs := slope_lt (ω := ω) h0 hg hβ hy hc.1
    nlinarith [mul_lt_mul_of_pos_right hs (sub_pos.2 h)]
```

`mvt` is the mean value theorem for $f$; the two cases treat $z<y$ and $z>y$.

```lean
/-- A stationary point with nonzero photon number is the strict global minimum of the free
energy on `y ≥ 0`. -/
theorem superradiant_minimum (h0 : 0 < ω0) (hg : 0 < g) (hβ : 0 < β) (hy : 0 < y)
    (hs : deriv (freeEnergy ω ω0 g β) y = 0) (hz : 0 ≤ z) (hne : z ≠ y) :
    freeEnergy ω ω0 g β y < freeEnergy ω ω0 g β z := by
  rw [(hasDerivAt_freeEnergy h0 hβ hy.le).deriv] at hs
  have h := freeEnergy_above_tangent (ω := ω) h0 hg hβ hy.le hz hne
  rw [hs] at h
  linarith
```

At a stationary point the tangent is horizontal, so the inequality becomes strict global minimality.

```lean
/-- Zero photon number is the strict global minimum of the free energy on `y ≥ 0` exactly
when `tanh(β ω0 / 2) ≤ ω ω0 / (4 g²)`. -/
theorem normal_minimum_iff (hω : 0 < ω) (h0 : 0 < ω0) (hg : 0 < g) (hβ : 0 < β) :
    (∀ z, 0 < z → freeEnergy ω ω0 g β 0 < freeEnergy ω ω0 g β z) ↔
      Real.tanh (β * ω0 / 2) ≤ ω * ω0 / (4 * g ^ 2) := by
  constructor
  · intro h
    by_contra hc
    obtain ⟨y, hy, hs⟩ := (superradiant_iff hω h0 hg hβ).1.2 (not_le.1 hc)
    exact lt_asymm (h y hy) (superradiant_minimum h0 hg hβ hy hs le_rfl hy.ne)
  · intro h z hz
    have hs : 0 ≤ freeEnergySlope ω ω0 g β 0 :=
      not_lt.1 (fun hn => not_lt.2 h ((slope_zero_neg_iff h0 hg).1 hn))
    have ht := freeEnergy_above_tangent (ω := ω) h0 hg hβ le_rfl hz.le hz.ne'
    nlinarith [mul_nonneg hs hz.le]
```

The normal phase, $y=0$, is the strict minimum exactly when the threshold is not exceeded, equality included. In the forward direction, a positive stationary point would lie below $f(0)$, a contradiction.

## The critical temperature

```lean
/-- A stationary point with nonzero photon number exists exactly when `ω ω0 < 4 g²` and the
inverse temperature exceeds `ln((4 g² + ω ω0) / (4 g² - ω ω0)) / ω0`. -/
theorem critical_temperature (hω : 0 < ω) (h0 : 0 < ω0) (hg : 0 < g) (hβ : 0 < β) :
    (∃ y, 0 < y ∧ deriv (freeEnergy ω ω0 g β) y = 0) ↔
      ω * ω0 < 4 * g ^ 2 ∧
        Real.log ((4 * g ^ 2 + ω * ω0) / (4 * g ^ 2 - ω * ω0)) / ω0 < β := by
  have ht : Real.tanh (β * ω0 / 2)
      = (Real.exp (β * ω0) - 1) / (Real.exp (β * ω0) + 1) := by
    have h : Real.exp (β * ω0) = Real.exp (β * ω0 / 2) * Real.exp (β * ω0 / 2) := by
      rw [← Real.exp_add, add_halves]
    rw [h, Real.tanh_eq_sinh_div_cosh, Real.sinh_eq, Real.cosh_eq, Real.exp_neg]
    have p := Real.exp_pos (β * ω0 / 2)
    generalize Real.exp (β * ω0 / 2) = t at p ⊢
    rw [div_eq_div_iff (by positivity) (by positivity)]
    field_simp
  have hE := Real.exp_pos (β * ω0)
  have ha : 0 < ω * ω0 := mul_pos hω h0
  have hb : 0 < 4 * g ^ 2 := by positivity
  rw [(superradiant_iff hω h0 hg hβ).1, ht, div_lt_div_iff₀ hb (by positivity)]
  -- the threshold is linear in `exp (β ω0)`
  have hlog : ω * ω0 < 4 * g ^ 2 →
      (Real.log ((4 * g ^ 2 + ω * ω0) / (4 * g ^ 2 - ω * ω0)) / ω0 < β ↔
        4 * g ^ 2 + ω * ω0 < Real.exp (β * ω0) * (4 * g ^ 2 - ω * ω0)) := by
    intro h
    have hd : 0 < 4 * g ^ 2 - ω * ω0 := sub_pos.2 h
    rw [div_lt_iff₀ h0, Real.log_lt_iff_lt_exp (div_pos (add_pos hb ha) hd), div_lt_iff₀ hd]
  constructor
  · intro h
    have hab : ω * ω0 < 4 * g ^ 2 := by
      by_contra hn
      nlinarith [mul_nonneg (sub_nonneg.2 (not_lt.1 hn)) hE.le]
    exact ⟨hab, (hlog hab).2 (by linarith)⟩
  · rintro ⟨hab, h⟩
    have := (hlog hab).1 h
    linarith

end

end DickeThermalTransition
```

`ht` writes the hyperbolic tangent in terms of $E$, and `hlog` takes the logarithm once $4g^2-\omega\omega_0$ is known to be positive. For $4g^2\le\omega\omega_0$ the theorem rules out a superradiant stationary point at every positive temperature.

```lean
#print axioms DickeThermalTransition.stationary_iff_gap_equation
#print axioms DickeThermalTransition.superradiant_minimum
#print axioms DickeThermalTransition.normal_minimum_iff
#print axioms DickeThermalTransition.critical_temperature
```

```
'DickeThermalTransition.stationary_iff_gap_equation' depends on axioms: [propext, Classical.choice, Quot.sound]
'DickeThermalTransition.superradiant_minimum' depends on axioms: [propext, Classical.choice, Quot.sound]
'DickeThermalTransition.normal_minimum_iff' depends on axioms: [propext, Classical.choice, Quot.sound]
'DickeThermalTransition.critical_temperature' depends on axioms: [propext, Classical.choice, Quot.sound]
```
